# For k > 0 and real symmetric A, the sinc matrix S of scatterers on a line gives A − ikS no eigenvalue in the upper half-plane

Finitely many scatterers sit at real positions $x_i$ on a line, and $k$ is the wavenumber. Positions may coincide unless a theorem says otherwise. The imaginary unit is written $\mathrm i$, to keep it apart from the index $i$.

```lean
import Mathlib

open Matrix

namespace ScattererRadiationDamping

noncomputable section

variable {ι : Type*} [Fintype ι]
```

The type `ι` labels the scatterers, and `Fintype ι` says that there are finitely many.

```lean
/-- The matrix `sin (k d) / (k d)` of the separations `d = x i - x j` of scatterers on a line,
with value `1` at zero separation. -/
def radiationMatrix (k : ℝ) (x : ι → ℝ) : Matrix ι ι ℝ :=
  Matrix.of fun i j =>
    if x i = x j then 1 else Real.sin (k * (x i - x j)) / (k * (x i - x j))
```

This is the real matrix $S$, with
$$S_{ij}=\frac{\sin(k(x_i-x_j))}{k(x_i-x_j)},\qquad S_{ij}=1\ \text{if } x_i=x_j.$$
For scalar waves in three dimensions, $\sin(kr)/(kr)$ is the imaginary part of the outgoing wave $e^{\mathrm i kr}/(kr)$ at distance $r$. The line restricts the positions, not the space into which the waves radiate.

```lean
/-- The effective matrix `A - i k S` of the coupled scatterers. -/
def effectiveMatrix (A : Matrix ι ι ℝ) (k : ℝ) (x : ι → ℝ) : Matrix ι ι ℂ :=
  Matrix.of fun i j => (A i j : ℂ) - Complex.I * ((k * radiationMatrix k x i j : ℝ) : ℂ)
```

The effective matrix is $A-\mathrm i kS$, with complex entries. A single scatterer has the eigenvalue $A_{11}-\mathrm i k$, so in the units used here $k$ is also its amplitude damping rate. For another rate $\gamma>0$, the matrix $A-\mathrm i\gamma S$ is $\gamma/k$ times a matrix of the same form when $k>0$, and the signs found below are unchanged. The real matrix $A$ stands for the reactive part of the problem: detunings on the diagonal, reactive couplings off it. It is arbitrary here, and its symmetry, which expresses reciprocity, enters later as a hypothesis.

## Radiated intensity as a quadratic form

```lean
omit [Fintype ι] in
/-- For `k > 0`, each entry of the radiation matrix is the integral of `cos (k d t)` over `t` from 0
to 1, where `d` is the separation of the two scatterers. -/
theorem radiationMatrix_eq_integral {k : ℝ} (hk : 0 < k) (x : ι → ℝ) (i j : ι) :
    radiationMatrix k x i j = ∫ t in (0 : ℝ)..1, Real.cos (k * (x i - x j) * t) := by
  by_cases h : x i = x j
  · simp [radiationMatrix, h]
  · have hc : k * (x i - x j) ≠ 0 := mul_ne_zero hk.ne' (sub_ne_zero.mpr h)
    have h1 := intervalIntegral.integral_comp_mul_left (a := 0) (b := 1) Real.cos hc
    rw [h1, integral_cos]
    simp only [radiationMatrix, Matrix.of_apply, if_neg h, mul_one, mul_zero, Real.sin_zero,
      sub_zero, smul_eq_mul]
    rw [div_eq_inv_mul]
```

For $d=x_i-x_j\neq0$,
$$\int_0^1\cos(kdt)\,dt=\frac{\sin(kd)}{kd},$$
and for $d=0$ the integrand is 1. `by_cases` makes the same split. Physically, $t$ is the cosine of the angle between the emission direction and the line.

```lean
/-- For `k > 0`, the quadratic form of the radiation matrix is the integrated intensity of the
superposed waves with real amplitudes `c`. -/
theorem quadraticForm_eq_intensity {k : ℝ} (hk : 0 < k) (x c : ι → ℝ) :
    c ⬝ᵥ radiationMatrix k x *ᵥ c = ∫ t in (0 : ℝ)..1,
      ((∑ i, c i * Real.cos (k * x i * t)) ^ 2 + (∑ i, c i * Real.sin (k * x i * t)) ^ 2) := by
  -- the intensity is a double sum of interference terms
  have h : ∀ t : ℝ, (∑ i, c i * Real.cos (k * x i * t)) ^ 2
      + (∑ i, c i * Real.sin (k * x i * t)) ^ 2
      = ∑ i, ∑ j, c i * c j * Real.cos (k * (x i - x j) * t) := by
    intro t
    rw [sq, sq, Finset.sum_mul_sum, Finset.sum_mul_sum, ← Finset.sum_add_distrib]
    refine Finset.sum_congr rfl fun i _ => ?_
    rw [← Finset.sum_add_distrib]
    refine Finset.sum_congr rfl fun j _ => ?_
    rw [show k * (x i - x j) * t = k * x i * t - k * x j * t by ring, Real.cos_sub]
    ring
  simp_rw [h]
  rw [intervalIntegral.integral_finsetSum]
  · simp only [dotProduct, Matrix.mulVec, Finset.mul_sum]
    refine Finset.sum_congr rfl fun i _ => ?_
    rw [intervalIntegral.integral_finsetSum]
    · refine Finset.sum_congr rfl fun j _ => ?_
      rw [intervalIntegral.integral_const_mul, ← radiationMatrix_eq_integral hk]
      ring
    · intro j _
      exact Continuous.intervalIntegrable (by fun_prop) _ _
  · intro i _
    exact Continuous.intervalIntegrable (by fun_prop) _ _
```

In Lean, `*ᵥ` applies a matrix to a vector and `⬝ᵥ` is the dot product without conjugation. For real amplitudes $c_i$, the theorem reads
$$c\cdot Sc=\int_0^1\Big[\Big(\sum_i c_i\cos kx_it\Big)^2+\Big(\sum_i c_i\sin kx_it\Big)^2\Big]dt.$$
Expanding the squares gives $\sum_{ij}c_ic_j\cos(k(x_i-x_j)t)$, by the cosine subtraction formula. Integrating term by term then produces $S_{ij}$.

```lean
/-- The radiation matrix is positive semidefinite. -/
theorem radiationMatrix_posSemidef {k : ℝ} (hk : 0 < k) (x : ι → ℝ) :
    (radiationMatrix k x).PosSemidef := by
  apply Matrix.PosSemidef.of_dotProduct_mulVec_nonneg
  · ext i j
    rw [Matrix.conjTranspose_apply, star_trivial, radiationMatrix_eq_integral hk,
      radiationMatrix_eq_integral hk]
    congr 1
    ext t
    rw [← Real.cos_neg]
    congr 1
    ring
  · intro c
    rw [star_trivial, quadraticForm_eq_intensity hk]
    exact intervalIntegral.integral_nonneg zero_le_one fun t _ => by positivity
```

`PosSemidef` asks for two things. Symmetry of $S$ holds because cosine is even; $c\cdot Sc\ge0$ holds because the integrand is a sum of squares.

```lean
omit [Fintype ι] in
/-- Plane waves with distinct real frequencies are linearly independent on the interval
from 0 to 1. -/
theorem planeWaves_independent {w : ι → ℝ} (hw : Function.Injective w) (s : Finset ι) :
    ∀ c : ι → ℂ, (∀ t ∈ Set.Ioo (0 : ℝ) 1,
      ∑ i ∈ s, c i * Complex.exp (Complex.I * w i * t) = 0) → ∀ i ∈ s, c i = 0 := by
  classical
  induction s using Finset.induction_on with
  | empty => simp
  | insert a s ha ih =>
    intro c h
    -- the derivative of the vanishing superposition vanishes too
    have hd : ∀ t ∈ Set.Ioo (0 : ℝ) 1, ∑ i ∈ insert a s,
        c i * (Complex.I * w i) * Complex.exp (Complex.I * w i * t) = 0 := by
      intro t ht
      have h1 : HasDerivAt (fun y : ℝ => ∑ i ∈ insert a s,
          c i * Complex.exp (Complex.I * w i * y)) (∑ i ∈ insert a s,
          c i * (Complex.I * w i) * Complex.exp (Complex.I * w i * t)) t := by
        refine HasDerivAt.fun_sum fun i _ => ?_
        have h2 : HasDerivAt (fun y : ℝ => Complex.I * w i * (y : ℂ)) (Complex.I * w i) t := by
          simpa using (hasDerivAt_id t).ofReal_comp.const_mul (Complex.I * (w i : ℂ))
        exact (h2.cexp.const_mul (c i)).congr_deriv (by ring)
      exact h1.unique ((hasDerivAt_const t (0 : ℂ)).congr_of_eventuallyEq
        (Filter.eventually_of_mem (isOpen_Ioo.mem_nhds ht) fun y hy => h y hy))
    -- eliminate the frequency of `a`
    have hs : ∀ i ∈ s, c i * (Complex.I * w i - Complex.I * w a) = 0 := by
      apply ih (fun i => c i * (Complex.I * w i - Complex.I * w a))
      intro t ht
      have h1 := hd t ht
      have h2 := h t ht
      rw [Finset.sum_insert ha] at h1 h2
      have e : ∑ i ∈ s, c i * (Complex.I * w i - Complex.I * w a)
          * Complex.exp (Complex.I * w i * t)
          = ∑ i ∈ s, c i * (Complex.I * w i) * Complex.exp (Complex.I * w i * t)
          - Complex.I * w a * ∑ i ∈ s, c i * Complex.exp (Complex.I * w i * t) := by
        rw [Finset.mul_sum, ← Finset.sum_sub_distrib]
        exact Finset.sum_congr rfl fun i _ => by ring
      refine e.trans ?_
      linear_combination h1 - Complex.I * w a * h2
    have hc : ∀ i ∈ s, c i = 0 := by
      intro i hi
      rcases mul_eq_zero.mp (hs i hi) with h0 | h0
      · exact h0
      · have h1 := mul_left_cancel₀ Complex.I_ne_zero (sub_eq_zero.mp h0)
        exact absurd (hw (Complex.ofReal_injective h1) ▸ hi) ha
    intro i hi
    rcases Finset.mem_insert.mp hi with rfl | hi
    · have h1 := h (1 / 2) ⟨by norm_num, by norm_num⟩
      rw [Finset.sum_insert ha, Finset.sum_eq_zero (fun j hj => by rw [hc j hj, zero_mul]),
        add_zero] at h1
      exact (mul_eq_zero.mp h1).resolve_right (Complex.exp_ne_zero _)
    · exact hc i hi
```

Suppose $\sum_{i\in s}c_ie^{\mathrm i w_it}=0$ on $0<t<1$, with distinct real $w_i$. Then all $c_i$ with $i\in s$ vanish. The proof is by induction on the set $s$. When a label $a$ is added, differentiate the sum and subtract $\mathrm i w_a$ times the original:
$$\sum_{i\in s}c_i\,\mathrm i(w_i-w_a)e^{\mathrm i w_it}=0.$$
The term for $a$ is gone, so the induction hypothesis gives $c_i(w_i-w_a)=0$, hence $c_i=0$ for $i\in s$. The original sum at $t=1/2$ then leaves $c_a=0$.

```lean
/-- For scatterers at distinct positions the quadratic form of the radiation matrix is
strictly positive on nonzero real amplitudes. -/
theorem quadraticForm_pos {k : ℝ} (hk : 0 < k) {x : ι → ℝ} (hx : Function.Injective x)
    {c : ι → ℝ} (hc : c ≠ 0) : 0 < c ⬝ᵥ radiationMatrix k x *ᵥ c := by
  rw [quadraticForm_eq_intensity hk]
  apply intervalIntegral.integral_pos zero_lt_one
  · exact Continuous.continuousOn (by fun_prop)
  · intro t _
    positivity
  · by_contra hno
    apply hc
    have hw : Function.Injective fun i => k * x i :=
      fun i j hij => hx (mul_left_cancel₀ hk.ne' hij)
    -- zero intensity everywhere means that the superposed wave vanishes
    have h0 := planeWaves_independent hw Finset.univ (fun i => (c i : ℂ)) (by
      intro t ht
      have hle := not_lt.mp fun hpos => hno ⟨t, Set.Ioo_subset_Icc_self ht, hpos⟩
      have hC : ∑ i, c i * Real.cos (k * x i * t) = 0 := by
        apply pow_eq_zero_iff (two_ne_zero) |>.mp
        nlinarith [sq_nonneg (∑ i, c i * Real.cos (k * x i * t)),
          sq_nonneg (∑ i, c i * Real.sin (k * x i * t))]
      have hS : ∑ i, c i * Real.sin (k * x i * t) = 0 := by
        apply pow_eq_zero_iff (two_ne_zero) |>.mp
        nlinarith [sq_nonneg (∑ i, c i * Real.cos (k * x i * t)),
          sq_nonneg (∑ i, c i * Real.sin (k * x i * t))]
      have e : ∑ i, (c i : ℂ) * Complex.exp (Complex.I * ((k * x i : ℝ) : ℂ) * t)
          = ((∑ i, c i * Real.cos (k * x i * t) : ℝ) : ℂ)
          + Complex.I * ((∑ i, c i * Real.sin (k * x i * t) : ℝ) : ℂ) := by
        push_cast
        rw [Finset.mul_sum, ← Finset.sum_add_distrib]
        refine Finset.sum_congr rfl fun i _ => ?_
        rw [show Complex.I * ((k : ℂ) * x i) * t = ((k : ℂ) * x i * t) * Complex.I by ring,
          Complex.exp_mul_I]
        ring
      refine e.trans ?_
      rw [hC, hS]
      simp)
    funext i
    exact Complex.ofReal_injective (by simpa using h0 i (Finset.mem_univ i))
```

`Function.Injective x` means that the positions are distinct. If also $k>0$ and $c\ne0$, then $c\cdot Sc>0$. Otherwise the continuous, non-negative intensity would vanish throughout the interval, so both sums would be zero. Hence $\sum_i c_ie^{\mathrm i kx_it}=0$, and independence would force $c=0$.

## The damping of an eigenvector

```lean
/-- Balance for an eigenvector, with `A` real symmetric: the imaginary part of the eigenvalue times
the squared norm is `-k` times the radiation form of the real and imaginary parts of the amplitudes.
-/
theorem damping_balance {A : Matrix ι ι ℝ} (hA : A.IsSymm) (k : ℝ) (x : ι → ℝ)
    {μ : ℂ} {v : ι → ℂ} (hv : effectiveMatrix A k x *ᵥ v = μ • v) :
    μ.im * ∑ i, Complex.normSq (v i) =
      -(k * ((fun i => (v i).re) ⬝ᵥ radiationMatrix k x *ᵥ (fun i => (v i).re)
        + (fun i => (v i).im) ⬝ᵥ radiationMatrix k x *ᵥ (fun i => (v i).im))) := by
  have key : ∀ a b : ι → ℝ, (∀ i, a i = (v i).re) → (∀ i, b i = (v i).im) →
      μ.im * ∑ i, Complex.normSq (v i) = -(k * (a ⬝ᵥ radiationMatrix k x *ᵥ a
        + b ⬝ᵥ radiationMatrix k x *ᵥ b)) := by
    intro a b ha hb
    -- real and imaginary parts of the eigenvalue equation
    have hre : ∀ i, (A *ᵥ a) i + k * (radiationMatrix k x *ᵥ b) i
        = μ.re * (v i).re - μ.im * (v i).im := by
      intro i
      have h := congrArg Complex.re (congrFun hv i)
      simp only [Matrix.mulVec, dotProduct, Pi.smul_apply, smul_eq_mul, Complex.re_sum,
        Complex.mul_re] at h
      refine Eq.trans ?_ h
      simp only [Matrix.mulVec, dotProduct, Finset.mul_sum, ← Finset.sum_add_distrib]
      refine Finset.sum_congr rfl fun j _ => ?_
      simp only [effectiveMatrix, Matrix.of_apply, ha, hb, Complex.sub_re, Complex.sub_im,
        Complex.mul_re, Complex.mul_im, Complex.I_re, Complex.I_im, Complex.ofReal_re,
        Complex.ofReal_im]
      ring
    have him : ∀ i, (A *ᵥ b) i - k * (radiationMatrix k x *ᵥ a) i
        = μ.re * (v i).im + μ.im * (v i).re := by
      intro i
      have h := congrArg Complex.im (congrFun hv i)
      simp only [Matrix.mulVec, dotProduct, Pi.smul_apply, smul_eq_mul, Complex.im_sum,
        Complex.mul_im] at h
      refine Eq.trans ?_ h
      simp only [Matrix.mulVec, dotProduct, Finset.mul_sum, ← Finset.sum_sub_distrib]
      refine Finset.sum_congr rfl fun j _ => ?_
      simp only [effectiveMatrix, Matrix.of_apply, ha, hb, Complex.sub_re, Complex.sub_im,
        Complex.mul_re, Complex.mul_im, Complex.I_re, Complex.I_im, Complex.ofReal_re,
        Complex.ofReal_im]
      ring
    -- the symmetric matrix `A` drops out
    have hsym : a ⬝ᵥ A *ᵥ b = b ⬝ᵥ A *ᵥ a := by
      rw [Matrix.dotProduct_mulVec, ← Matrix.mulVec_transpose, hA.eq, dotProduct_comm]
    have hsum : ∑ i, (a i * ((A *ᵥ b) i - k * (radiationMatrix k x *ᵥ a) i)
        - b i * ((A *ᵥ a) i + k * (radiationMatrix k x *ᵥ b) i))
        = μ.im * ∑ i, Complex.normSq (v i) := by
      rw [Finset.mul_sum]
      refine Finset.sum_congr rfl fun i _ => ?_
      rw [hre, him, Complex.normSq_apply, ha, hb]
      ring
    have hexp : ∑ i, (a i * ((A *ᵥ b) i - k * (radiationMatrix k x *ᵥ a) i)
        - b i * ((A *ᵥ a) i + k * (radiationMatrix k x *ᵥ b) i))
        = a ⬝ᵥ A *ᵥ b - k * (a ⬝ᵥ radiationMatrix k x *ᵥ a) - b ⬝ᵥ A *ᵥ a
          - k * (b ⬝ᵥ radiationMatrix k x *ᵥ b) := by
      simp only [dotProduct, Finset.mul_sum, ← Finset.sum_sub_distrib]
      exact Finset.sum_congr rfl fun i _ => by ring
    linear_combination hexp - hsum + hsym
  exact key _ _ (fun _ => rfl) (fun _ => rfl)
```

Let $(A-\mathrm i kS)v=\mu v$ and $v=a+\mathrm i b$ with $a,b$ real. The real and imaginary parts, `hre` and `him`, are
$$Aa+kSb=\mu' a-\mu'' b,\qquad Ab-kSa=\mu' b+\mu'' a,$$
where $\mu=\mu'+\mathrm i\mu''$ with $\mu',\mu''$ real. Dot the second with $a$, the first with $b$, and subtract. Symmetry gives $a\cdot Ab=b\cdot Aa$ (`hsym`), so
$$\mu''\sum_i|v_i|^2=-k\,(a\cdot Sa+b\cdot Sb).$$
For a normalised eigenvector the left side is just $\mu''=\operatorname{Im}\mu$.

```lean
/-- For real symmetric `A` and `k > 0`, every eigenvalue of `A - i k S` has non-positive imaginary
part, and a strictly negative one if the scatterers sit at distinct positions. -/
theorem eigenvalue_im_nonpos {A : Matrix ι ι ℝ} (hA : A.IsSymm) {k : ℝ} (hk : 0 < k)
    (x : ι → ℝ) {μ : ℂ} {v : ι → ℂ} (hv0 : v ≠ 0)
    (hv : effectiveMatrix A k x *ᵥ v = μ • v) :
    μ.im ≤ 0 ∧ (Function.Injective x → μ.im < 0) := by
  have hbal := damping_balance hA k x hv
  have hN : 0 < ∑ i, Complex.normSq (v i) := by
    obtain ⟨i, hi⟩ := Function.ne_iff.mp hv0
    exact Finset.sum_pos' (fun j _ => Complex.normSq_nonneg _)
      ⟨i, Finset.mem_univ i, Complex.normSq_pos.mpr hi⟩
  have hnn : ∀ c : ι → ℝ, 0 ≤ c ⬝ᵥ radiationMatrix k x *ᵥ c := fun c => by
    simpa only [star_trivial] using (radiationMatrix_posSemidef hk x).dotProduct_mulVec_nonneg c
  have h1 := hnn fun i => (v i).re
  have h2 := hnn fun i => (v i).im
  constructor
  · by_contra hpos
    have h3 := mul_pos (not_le.mp hpos) hN
    have h4 := mul_nonneg hk.le (add_nonneg h1 h2)
    linarith
  · intro hx
    -- the real or the imaginary part of the eigenvector is nonzero and radiates
    have hsum : 0 < (fun i => (v i).re) ⬝ᵥ radiationMatrix k x *ᵥ (fun i => (v i).re)
        + (fun i => (v i).im) ⬝ᵥ radiationMatrix k x *ᵥ (fun i => (v i).im) := by
      by_cases hr : (fun i => (v i).re) = 0
      · have hi : (fun i => (v i).im) ≠ 0 := fun hi =>
          hv0 (funext fun i => Complex.ext (congrFun hr i) (congrFun hi i))
        exact add_pos_of_nonneg_of_pos h1 (quadraticForm_pos hk hx hi)
      · exact add_pos_of_pos_of_nonneg (quadraticForm_pos hk hx hr) h2
    by_contra hneg
    have h3 := mul_nonneg (not_lt.mp hneg) hN.le
    have h4 := mul_pos hk hsum
    linarith
```

An eigenvalue is given by a nonzero vector $v$ satisfying the eigenvalue equation. The squared norm is then positive and the right side of the balance is non-positive, so $\operatorname{Im}\mu\le0$. At least one of $a,b$ is nonzero, and at distinct positions its quadratic form is strictly positive, so $\operatorname{Im}\mu<0$.

With time dependence $e^{-\mathrm i\mu t}$ ($t$ now being time), no mode grows. This is a consistency check for multiple-scattering codes, within a model of finitely many scalar point scatterers on a line with $k$ held fixed in the matrix.

```lean
/-- If two scatterers coincide, their antisymmetric combination is a nonzero vector
annihilated by the effective matrix with `A = 0`. -/
theorem coincident_dark_state [DecidableEq ι] (k : ℝ) {x : ι → ℝ} {i j : ι} (hij : i ≠ j)
    (h : x i = x j) :
    (Pi.single i 1 - Pi.single j 1 : ι → ℂ) ≠ 0 ∧
      effectiveMatrix 0 k x *ᵥ (Pi.single i 1 - Pi.single j 1 : ι → ℂ) = 0 := by
  constructor
  · intro h0
    have h1 := congrFun h0 i
    simp [hij] at h1
  · rw [Matrix.mulVec_sub]
    ext l
    simp [effectiveMatrix, radiationMatrix, h]

end

end ScattererRadiationDamping
```

If $x_i=x_j$ for two different labels, columns $i$ and $j$ of $S$ are equal, so $S(e_i-e_j)=0$, where $e_i$ is the unit vector at label $i$. For $A=0$ the normalised state $(e_i-e_j)/\sqrt2$ therefore has eigenvalue 0 and is undamped: the two scatterers radiate in antiphase from one point. The strict inequality can thus fail when positions coincide. The example is an idealisation: for point scatterers coupled by the outgoing wave $e^{\mathrm i kr}/(kr)$, the reactive part $\cos(kr)/(kr)$ diverges as $r\to0$, and $A=0$ leaves it out.

```lean
#print axioms ScattererRadiationDamping.eigenvalue_im_nonpos
#print axioms ScattererRadiationDamping.coincident_dark_state
```

```
'ScattererRadiationDamping.eigenvalue_im_nonpos' depends on axioms: [propext, Classical.choice, Quot.sound]
'ScattererRadiationDamping.coincident_dark_state' depends on axioms: [propext, Classical.choice, Quot.sound]
```
